# Filled one-dimensional band of hopping range M: uniform k-meshes with more than M points give the exact stress

The finite range of the hoppings can be stated as a condition, t_n = 0 for |n| > M, or built into the limits of the Fourier sum. Here it is built into the limits: the band is a sum over −M ≤ n ≤ M, and a hopping beyond that range never enters the energy. A second choice concerns the strain derivative. The mesh is fixed in the reduced wave number θ = ka, so its points keep their fractional positions in the Brillouin zone when the lattice constant a changes.

With these choices, the stress of the filled band on N mesh points is t_0′ plus terms from hoppings over multiples of N sites, where t_0 is the on-site energy and a prime means d/da. For this non-interacting chain of orthonormal orbitals, one per site, the k-point error of the stress is therefore exactly zero as soon as N > M. In electronic structure calculations, by contrast, the mesh is usually refined until the remaining error is judged small enough.

```lean
import Mathlib

open scoped Real

namespace FilledBandStress

noncomputable section
```

## The band and its two averages

The band energy at lattice constant a is

ε(θ) = Σ_{n=−M}^{M} t_n(a) e^{inθ}.

In Lean, `t n a` is the real hopping over n sites, with `t 0 a` the on-site energy. The sum is complex-valued.

```lean
/-- Energy of a one-dimensional band with hoppings `t n a` of range `M`, at lattice constant `a`
and reduced wave number `θ` (wave number times lattice constant). -/
def bandEnergy (t : ℤ → ℝ → ℝ) (M : ℕ) (a θ : ℝ) : ℂ :=
  ∑ n ∈ Finset.Icc (-(M : ℤ)) M, (t n a : ℂ) * Complex.exp ((((n : ℝ) * θ : ℝ) : ℂ) * Complex.I)
```

A filled band has occupation one at every wave number, so its energy per cell, for one spin, is a plain average. On N points with shift s, measured in mesh steps, it is

E_N(a) = (1/N) Σ_{j=0}^{N−1} ε(θ_j), θ_j = 2π(j + s)/N.

```lean
/-- Energy per cell of the filled band on the mesh `θ = 2π(j + s)/N`, `j < N`, with `N > 0` points
and shift `s` in units of the mesh step. -/
def meshEnergy (t : ℤ → ℝ → ℝ) (M N : ℕ) (s a : ℝ) : ℂ :=
  (∑ j ∈ Finset.range N, bandEnergy t M a (2 * π * ((j : ℝ) + s) / N)) / (N : ℂ)
```

The reference value is the average over the whole zone:

E(a) = (1/2π) ∫₀^{2π} ε(θ) dθ.

```lean
/-- Energy per cell of the filled band as the exact average over the Brillouin zone. -/
def zoneEnergy (t : ℤ → ℝ → ℝ) (M : ℕ) (a : ℝ) : ℂ :=
  (∫ θ in (0 : ℝ)..(2 * π), bandEnergy t M a θ) / ((2 * π : ℝ) : ℂ)
```

In one dimension the stress is the derivative of the energy per cell with respect to a, which is a force and is positive under tension. Only the band contribution is treated; a repulsion between the ions would add its own term.

## From exponentials to cosines

Any sum over −M, …, M splits into its centre and M pairs:

Σ_{n=−M}^{M} f(n) = f(0) + Σ_{n=1}^{M} [f(n) + f(−n)].

The proof is by induction: going from M to M + 1 adds the two end points of the interval.

```lean
/-- A sum over sites from `-M` to `M` is the central term plus the pairs at distance `n`. -/
lemma sum_pairs (f : ℤ → ℂ) (M : ℕ) :
    ∑ n ∈ Finset.Icc (-(M : ℤ)) M, f n = f 0 + ∑ n ∈ Finset.Icc 1 M, (f n + f (-(n : ℤ))) := by
  induction M with
  | zero => simp
  | succ M ih =>
    have h : Finset.Icc (-((M + 1 : ℕ) : ℤ)) ((M + 1 : ℕ) : ℤ) =
        insert ((M + 1 : ℕ) : ℤ) (insert (-((M + 1 : ℕ) : ℤ)) (Finset.Icc (-(M : ℤ)) M)) := by
      ext x
      simp only [Finset.mem_insert, Finset.mem_Icc]
      omega
    rw [h, Finset.sum_insert (by simp only [Finset.mem_insert, Finset.mem_Icc]; omega),
      Finset.sum_insert (by simp only [Finset.mem_Icc]; omega), ih,
      Finset.sum_Icc_succ_top (by omega)]
    ring
```

Now let t_{−n} = t_n. For real hoppings this says that the Hamiltonian is Hermitian. Each pair becomes

t_n e^{inθ} + t_{−n} e^{−inθ} = 2 t_n cos(nθ),

and the band is real:

ε(θ) = t_0 + 2 Σ_{n=1}^{M} t_n cos(nθ).

The hypothesis `ht` states the symmetry at every lattice constant `b`, because the energy will be differentiated as a function of a.

```lean
/-- For symmetric hoppings the band energy is a real cosine series. -/
theorem bandEnergy_eq_cos {t : ℤ → ℝ → ℝ} (ht : ∀ n b, t (-n) b = t n b) (M : ℕ) (a θ : ℝ) :
    bandEnergy t M a θ =
      ((t 0 a + 2 * ∑ n ∈ Finset.Icc 1 M, t (n : ℤ) a * Real.cos ((n : ℝ) * θ) : ℝ) : ℂ) := by
  have h : ∀ n : ℕ,
      (t (n : ℤ) a : ℂ) * Complex.exp (((((n : ℤ) : ℝ) * θ : ℝ) : ℂ) * Complex.I) +
        (t (-(n : ℤ)) a : ℂ) * Complex.exp (((((-(n : ℤ) : ℤ) : ℝ) * θ : ℝ) : ℂ) * Complex.I) =
      ((2 * (t (n : ℤ) a * Real.cos ((n : ℝ) * θ)) : ℝ) : ℂ) := by
    intro n
    rw [ht]
    push_cast
    rw [Complex.cos, show -(n : ℂ) * θ * Complex.I = -((n : ℂ) * θ) * Complex.I by ring]
    ring
  unfold bandEnergy
  rw [sum_pairs, Finset.sum_congr rfl (fun n _ => h n), ← Complex.ofReal_sum, ← Finset.mul_sum,
    Complex.ofReal_add]
  simp
```

## What the mesh sees of each harmonic

Take first a harmonic n = mN. Its phase at mesh point j is

mN · 2π(j + s)/N = 2πmj + 2πms.

The first term is a whole number of turns, so every mesh point contributes the same value and

Σ_j cos(mNθ_j) = N cos(2πms).

```lean
/-- A mesh of `N > 0` points cannot tell the harmonic `m * N` from a constant: it sums to `N`
times a cosine set by the shift. -/
theorem mesh_sum_alias {N : ℕ} (hN : 0 < N) (m : ℕ) (s : ℝ) :
    ∑ j ∈ Finset.range N, Real.cos (((m * N : ℕ) : ℝ) * (2 * π * ((j : ℝ) + s) / N)) =
      N * Real.cos (2 * π * m * s) := by
  have hN' : (N : ℝ) ≠ 0 := Nat.cast_ne_zero.mpr hN.ne'
  have h : ∀ j ∈ Finset.range N,
      Real.cos (((m * N : ℕ) : ℝ) * (2 * π * ((j : ℝ) + s) / N)) = Real.cos (2 * π * m * s) := by
    intro j _
    rw [← Real.cos_add_nat_mul_two_pi (2 * π * m * s) (m * j)]
    congr 1
    push_cast
    field_simp
    ring
  rw [Finset.sum_congr rfl h, Finset.sum_const, Finset.card_range, nsmul_eq_mul]
```

Now let n not be a multiple of N, and put w = e^{2πi/N}. Then

e^{inθ_j} = e^{2πins/N} (wⁿ)^j,

(1 − wⁿ) Σ_{j=0}^{N−1} (wⁿ)^j = 1 − (w^N)ⁿ = 0.

Since wⁿ ≠ 1, the geometric sum is zero. The real part of the phased sum then gives

Σ_j cos(nθ_j) = 0.

The step wⁿ ≠ 1 rests on Mathlib's notion of a primitive root. `Complex.isPrimitiveRoot_exp` says that w is a primitive N-th root of unity: w^N = 1, and any power of w that equals 1 has an exponent divisible by N. The lemma `pow_eq_one_iff_dvd` turns this into the equivalence wⁿ = 1 ⇔ N ∣ n. The arithmetic condition on the harmonic thus becomes the algebraic condition needed to divide by 1 − wⁿ, with no discussion of angles. The same object supplies w^N = 1 for the right-hand side, and `mul_neg_geom_sum` supplies the geometric identity.

```lean
/-- A harmonic that is not a multiple of the number `N > 0` of mesh points sums to zero. -/
theorem mesh_sum_cancel {N : ℕ} (hN : 0 < N) {n : ℕ} (hn : ¬ N ∣ n) (s : ℝ) :
    ∑ j ∈ Finset.range N, Real.cos ((n : ℝ) * (2 * π * ((j : ℝ) + s) / N)) = 0 := by
  have hw := Complex.isPrimitiveRoot_exp N hN.ne'
  set w := Complex.exp (2 * π * Complex.I / N) with hwdef
  have h1 : w ^ n ≠ 1 := fun h => hn ((hw.pow_eq_one_iff_dvd n).mp h)
  -- the geometric sum of a nontrivial root of unity vanishes
  have h2 : ∑ j ∈ Finset.range N, (w ^ n) ^ j = 0 := by
    have h := mul_neg_geom_sum (w ^ n) N
    rw [← pow_mul, mul_comm n N, pow_mul, hw.pow_eq_one, one_pow, sub_self] at h
    exact (mul_eq_zero.mp h).resolve_left (sub_ne_zero.mpr h1.symm)
  have h3 : ∀ j ∈ Finset.range N,
      Complex.exp ((((n : ℝ) * (2 * π * ((j : ℝ) + s) / N) : ℝ) : ℂ) * Complex.I) =
        Complex.exp ((n : ℂ) * (2 * π * s / N) * Complex.I) * (w ^ n) ^ j := by
    intro j _
    rw [← pow_mul, hwdef, ← Complex.exp_nat_mul, ← Complex.exp_add]
    congr 1
    push_cast
    ring
  have h4 := Finset.sum_congr rfl h3
  rw [← Finset.mul_sum, h2, mul_zero] at h4
  have h5 := congrArg Complex.re h4
  rw [Complex.re_sum] at h5
  simpa only [Complex.exp_ofReal_mul_I_re, Complex.zero_re] using h5
```

## The energy on the mesh

The multiples of N between 1 and M are N, 2N, …, ⌊M/N⌋N. A sum whose other terms vanish can therefore be indexed by m:

Σ_{n=1}^{M} f(n) = Σ_{m=1}^{⌊M/N⌋} f(mN).

In Lean, `M / N` is division of natural numbers, which rounds down.

```lean
/-- A sum whose terms vanish off the multiples of `N > 0` runs over those multiples only. -/
lemma sum_multiples {N : ℕ} (hN : 0 < N) (M : ℕ) (f : ℕ → ℝ) (hf : ∀ n, ¬ N ∣ n → f n = 0) :
    ∑ n ∈ Finset.Icc 1 M, f n = ∑ m ∈ Finset.Icc 1 (M / N), f (m * N) := by
  have h := Finset.sum_image (f := f) (s := Finset.Icc 1 (M / N)) (g := fun m => m * N)
    (by intro x _ y _ h; exact Nat.eq_of_mul_eq_mul_right hN h)
  rw [← h]
  symm
  apply Finset.sum_subset
  · intro n hn
    obtain ⟨m, hm, rfl⟩ := Finset.mem_image.mp hn
    rw [Finset.mem_Icc] at hm ⊢
    exact ⟨Nat.mul_pos hm.1 hN, (Nat.le_div_iff_mul_le hN).mp hm.2⟩
  · intro n hn hni
    apply hf
    rintro ⟨m, rfl⟩
    refine hni (Finset.mem_image.mpr ⟨m, Finset.mem_Icc.mpr ⟨?_, ?_⟩, mul_comm m N⟩)
    · exact Nat.pos_of_ne_zero (by rintro rfl; simp at hn)
    · exact (Nat.le_div_iff_mul_le hN).mpr (by rw [mul_comm]; exact (Finset.mem_Icc.mp hn).2)
```

Exchanging the sums over mesh points and harmonics gives

E_N(a) = t_0 + (2/N) Σ_{n=1}^{M} t_n Σ_j cos(nθ_j)
= t_0 + 2 Σ_{m=1}^{⌊M/N⌋} cos(2πms) t_{mN}.

In the code, `h0` exchanges the sums, and `h1` applies the two mesh sums and the new indexing.

```lean
/-- For symmetric hoppings and `N > 0` mesh points, the mesh energy is the on-site term plus the
hoppings over multiples of `N` sites, weighted by the shift. -/
theorem meshEnergy_eq {t : ℤ → ℝ → ℝ} (ht : ∀ n b, t (-n) b = t n b) (M : ℕ) {N : ℕ}
    (hN : 0 < N) (s a : ℝ) :
    meshEnergy t M N s a = ((t 0 a + 2 * ∑ m ∈ Finset.Icc 1 (M / N),
      Real.cos (2 * π * m * s) * t ((m * N : ℕ) : ℤ) a : ℝ) : ℂ) := by
  have h0 : ∑ j ∈ Finset.range N, ∑ n ∈ Finset.Icc 1 M,
      t (n : ℤ) a * Real.cos ((n : ℝ) * (2 * π * ((j : ℝ) + s) / N)) =
      ∑ n ∈ Finset.Icc 1 M, t (n : ℤ) a *
        ∑ j ∈ Finset.range N, Real.cos ((n : ℝ) * (2 * π * ((j : ℝ) + s) / N)) := by
    rw [Finset.sum_comm]
    exact Finset.sum_congr rfl fun n _ => (Finset.mul_sum _ _ _).symm
  -- only harmonics divisible by N survive
  have h1 : ∑ n ∈ Finset.Icc 1 M, t (n : ℤ) a *
        ∑ j ∈ Finset.range N, Real.cos ((n : ℝ) * (2 * π * ((j : ℝ) + s) / N)) =
      ∑ m ∈ Finset.Icc 1 (M / N),
        (N : ℝ) * (Real.cos (2 * π * m * s) * t ((m * N : ℕ) : ℤ) a) := by
    refine (sum_multiples hN M _ fun n hn => ?_).trans (Finset.sum_congr rfl fun m _ => ?_)
    · rw [mesh_sum_cancel hN hn, mul_zero]
    · rw [mesh_sum_alias hN]
      ring
  unfold meshEnergy
  simp_rw [bandEnergy_eq_cos ht]
  rw [← Complex.ofReal_sum, Finset.sum_add_distrib, ← Finset.mul_sum, h0, h1, ← Finset.mul_sum,
    Finset.sum_const, Finset.card_range, nsmul_eq_mul, mul_left_comm, ← mul_add,
    Complex.ofReal_mul, Complex.ofReal_natCast,
    mul_div_cancel_left₀ _ (Nat.cast_ne_zero.mpr hN.ne')]
```

## The energy of the whole zone

The cosine series has the antiderivative

t_0 θ + 2 Σ_{n=1}^{M} t_n sin(nθ)/n.

All the sines vanish at 0 and at 2π, so the integral is 2πt_0 and E(a) = t_0(a). The proof checks the antiderivative in `hF` and then applies the fundamental theorem of calculus.

```lean
/-- For symmetric hoppings the exact zone average of the band energy is the on-site term. -/
theorem zoneEnergy_eq {t : ℤ → ℝ → ℝ} (ht : ∀ n b, t (-n) b = t n b) (M : ℕ) (a : ℝ) :
    zoneEnergy t M a = (t 0 a : ℂ) := by
  -- an explicit antiderivative of the cosine series
  have hF : ∀ θ : ℝ, HasDerivAt
      (fun x : ℝ => t 0 a * x +
        2 * ∑ n ∈ Finset.Icc 1 M, t (n : ℤ) a * (Real.sin ((n : ℝ) * x) / n))
      (t 0 a + 2 * ∑ n ∈ Finset.Icc 1 M, t (n : ℤ) a * Real.cos ((n : ℝ) * θ)) θ := by
    intro θ
    have h1 : ∀ n ∈ Finset.Icc 1 M, HasDerivAt
        (fun x : ℝ => t (n : ℤ) a * (Real.sin ((n : ℝ) * x) / n))
        (t (n : ℤ) a * Real.cos ((n : ℝ) * θ)) θ := by
      intro n hn
      have hn0 : (n : ℝ) ≠ 0 :=
        Nat.cast_ne_zero.mpr (Nat.pos_iff_ne_zero.mp (Finset.mem_Icc.mp hn).1)
      have h := ((((hasDerivAt_id' θ).const_mul (n : ℝ)).sin).div_const (n : ℝ)).const_mul
        (t (n : ℤ) a)
      refine h.congr_deriv ?_
      field_simp
    exact (((hasDerivAt_id' θ).const_mul (t 0 a)).fun_add
      ((HasDerivAt.fun_sum h1).const_mul 2)).congr_deriv (by rw [mul_one])
  have hs : ∀ n : ℕ, Real.sin ((n : ℝ) * (2 * π)) = 0 := by
    intro n
    rw [show (n : ℝ) * (2 * π) = ((2 * n : ℕ) : ℝ) * π by push_cast; ring]
    exact Real.sin_nat_mul_pi _
  have hI := intervalIntegral.integral_eq_sub_of_hasDerivAt (a := 0) (b := 2 * π)
    (fun θ _ => hF θ) (Continuous.intervalIntegrable (by fun_prop) _ _)
  simp only [hs, mul_zero, Real.sin_zero, zero_div, Finset.sum_const_zero, add_zero,
    sub_zero] at hI
  unfold zoneEnergy
  simp_rw [bandEnergy_eq_cos ht]
  rw [intervalIntegral.integral_ofReal, hI, Complex.ofReal_mul (t 0 a),
    mul_div_cancel_right₀ _ (Complex.ofReal_ne_zero.mpr Real.two_pi_pos.ne')]
```

## Differentiating with respect to the lattice constant

The weights cos(2πms) do not depend on a, so differentiation goes term by term:

dE_N/da = t_0′ + 2 Σ_{m=1}^{⌊M/N⌋} cos(2πms) t_{mN}′.

For s = 0 every cosine is 1. The error then consists of the derivatives t_{mN}′ of the hoppings over N, 2N, … sites, up to the range M, each counted twice.

In Lean, `t' n` is the derivative of `t n` at the one lattice constant `a` considered, and `hd` provides it for every n. Hoppings beyond the range can be set to zero to meet this hypothesis. The conclusion, a `HasDerivAt`, says that the mesh energy is differentiable at `a` with the stated derivative.

```lean
/-- For symmetric, differentiable hoppings and `N > 0` mesh points, the derivative of the mesh
energy with respect to the lattice constant is `t₀'` plus the aliased terms `2 cos(2πms) t_(mN)'`. -/
theorem mesh_stress {t : ℤ → ℝ → ℝ} {t' : ℤ → ℝ} {a : ℝ} (ht : ∀ n b, t (-n) b = t n b)
    (hd : ∀ n, HasDerivAt (t n) (t' n) a) (M : ℕ) {N : ℕ} (hN : 0 < N) (s : ℝ) :
    HasDerivAt (meshEnergy t M N s) ((t' 0 + 2 * ∑ m ∈ Finset.Icc 1 (M / N),
      Real.cos (2 * π * m * s) * t' ((m * N : ℕ) : ℤ) : ℝ) : ℂ) a := by
  rw [funext (meshEnergy_eq ht M hN s)]
  have h := (hd 0).fun_add ((HasDerivAt.fun_sum (u := Finset.Icc 1 (M / N)) fun m _ =>
    (hd ((m * N : ℕ) : ℤ)).const_mul (Real.cos (2 * π * m * s))).const_mul 2)
  exact h.ofReal_comp
```

If N > M, then ⌊M/N⌋ = 0 and the sum is empty. For any shift,

dE_N/da = t_0′ = dE/da.

The theorem states the two derivatives side by side, with the same value `t' 0`.

```lean
/-- For symmetric, differentiable hoppings of range `M`, every mesh with `N > M` points, however
shifted, gives the same stress `t₀'` as the exact zone average. -/
theorem mesh_stress_exact {t : ℤ → ℝ → ℝ} {t' : ℤ → ℝ} {a : ℝ} (ht : ∀ n b, t (-n) b = t n b)
    (hd : ∀ n, HasDerivAt (t n) (t' n) a) {M N : ℕ} (hMN : M < N) (s : ℝ) :
    HasDerivAt (meshEnergy t M N s) (t' 0 : ℂ) a ∧
      HasDerivAt (zoneEnergy t M) (t' 0 : ℂ) a := by
  constructor
  · have h := mesh_stress ht hd M (Nat.zero_lt_of_lt hMN) s
    rw [Nat.div_eq_of_lt hMN] at h
    simpa using h
  · rw [funext (zoneEnergy_eq ht M)]
    exact (hd 0).ofReal_comp
```

For the unshifted mesh with N = M > 0, just the term m = 1 remains:

dE_M/da = t_0′ + 2t_M′.

This differs from the exact stress whenever t_M′ ≠ 0, so the condition N > M cannot in general be relaxed to N ≥ M.

```lean
/-- For symmetric, differentiable hoppings of range `M > 0`, the unshifted mesh with `N = M`
points gives the stress `t₀' + 2 t_M'`. -/
theorem mesh_stress_sharp {t : ℤ → ℝ → ℝ} {t' : ℤ → ℝ} {a : ℝ} (ht : ∀ n b, t (-n) b = t n b)
    (hd : ∀ n, HasDerivAt (t n) (t' n) a) {M : ℕ} (hM : 0 < M) :
    HasDerivAt (meshEnergy t M M 0) ((t' 0 + 2 * t' M : ℝ) : ℂ) a := by
  have h := mesh_stress ht hd M hM 0
  rw [Nat.div_self hM] at h
  simpa using h
```

A shift by a quarter of a mesh step gives the term m = 1 the weight cos(π/2) = 0. If 2N > M, no term with m ≥ 2 occurs, and the stress is again t_0′. The smallest such mesh has ⌊M/2⌋ + 1 points, compared with the M + 1 points that suffice for any shift.

```lean
/-- For symmetric, differentiable hoppings of range `M`, a mesh shifted by a quarter step gives
the stress `t₀'` as soon as `2N > M`. -/
theorem quarter_shift_exact {t : ℤ → ℝ → ℝ} {t' : ℤ → ℝ} {a : ℝ}
    (ht : ∀ n b, t (-n) b = t n b) (hd : ∀ n, HasDerivAt (t n) (t' n) a) {M N : ℕ}
    (hMN : M < 2 * N) : HasDerivAt (meshEnergy t M N (1 / 4)) (t' 0 : ℂ) a := by
  have hN : 0 < N := by omega
  have h := mesh_stress ht hd M hN (1 / 4)
  have hlt : M / N < 2 := (Nat.div_lt_iff_lt_mul hN).mpr hMN
  -- the only possible alias is m = 1, and its weight is cos(π/2)
  have hz : ∑ m ∈ Finset.Icc 1 (M / N),
      Real.cos (2 * π * m * (1 / 4)) * t' ((m * N : ℕ) : ℤ) = 0 := by
    apply Finset.sum_eq_zero
    intro m hm
    have hm' := Finset.mem_Icc.mp hm
    have h1 : m = 1 := by omega
    rw [h1, show 2 * π * ((1 : ℕ) : ℝ) * (1 / 4) = π / 2 by push_cast; ring,
      Real.cos_pi_div_two, zero_mul]
  rw [hz, mul_zero, add_zero] at h
  exact h

end

end FilledBandStress
```

```lean
#print axioms FilledBandStress.mesh_stress_exact
#print axioms FilledBandStress.mesh_stress_sharp
#print axioms FilledBandStress.quarter_shift_exact
```

```
'FilledBandStress.mesh_stress_exact' depends on axioms: [propext, Classical.choice, Quot.sound]
'FilledBandStress.mesh_stress_sharp' depends on axioms: [propext, Classical.choice, Quot.sound]
'FilledBandStress.quarter_shift_exact' depends on axioms: [propext, Classical.choice, Quot.sound]
```

## Nearest-neighbour hopping

For M = 1 the band is ε(θ) = t_0 + 2t_1 cos θ, and all three results can be read off directly.

- One point without shift lies at θ = 0 and gives the stress t_0′ + 2t_1′.
- Two points without shift lie at θ = 0 and π. Their cosines cancel, and the stress is t_0′.
- One point with a quarter shift lies at θ = π/2, where the cosine vanishes, so this single point already gives t_0′.

For M = 0 the band is flat, and one point with any shift is exact.
